# Self-duality of the curvature of a quaternionic instanton potential centred at the origin

The theorem `curvature_selfDual` concerns a classical gauge potential on flat ℝ⁴, with points written as quaternions x and values in the imaginary quaternions: A_u(x) = κ² Im(x ū)/(1 + κ²|x|²), for real κ. It states that at every point the curvature of this potential is self-dual in the oriented basis 1, i, j, k, that is, F₀₁ = F₂₃, F₀₂ = F₃₁ and F₀₃ = F₁₂. The proof rewrites each curvature by the closed formula F_uv = κ²(u v̄ − v ū)/(1 + κ²|x|²)², proved just before as `curvature_eq`. It then strips off the common scalar factor and compares the remaining quaternions component by component, leaving the arithmetic to `norm_num`.

The first attempt, which Lean rejects:

```lean
import Mathlib

open Quaternion

namespace CurvatureSelfDual

noncomputable section

/-- The imaginary (vector) part of a quaternion. -/
def vec (q : Quaternion ℝ) : Quaternion ℝ := ⟨0, q.imI, q.imJ, q.imK⟩

/-- The imaginary part has zero real component and keeps the other three components. -/
theorem vec_coords (q : Quaternion ℝ) :
    (vec q).re = 0 ∧ (vec q).imI = q.imI ∧ (vec q).imJ = q.imJ ∧ (vec q).imK = q.imK :=
  ⟨rfl, rfl, rfl, rfl⟩

/-- The component along the direction `u` of the instanton potential with inverse size `|κ|`,
`A_u(x) = κ² Im(x ū) / (1 + κ²|x|²)`. -/
def potential (κ : ℝ) (u x : Quaternion ℝ) : Quaternion ℝ :=
  (κ ^ 2 / (1 + κ ^ 2 * normSq x)) • vec (x * star u)

/-- The curvature `F_uv = ∂_u A_v - ∂_v A_u + [A_u, A_v]` of the instanton potential. -/
def curvature (κ : ℝ) (u v x : Quaternion ℝ) : Quaternion ℝ :=
  lineDeriv ℝ (potential κ v) x u - lineDeriv ℝ (potential κ u) x v
    + (potential κ u x * potential κ v x - potential κ v x * potential κ u x)

/-- The basis `1, i, j, k` of the quaternions, regarded as the coordinate axes of `ℝ⁴`. -/
def e (a : Fin 4) : Quaternion ℝ :=
  ⟨![1, 0, 0, 0] a, ![0, 1, 0, 0] a, ![0, 0, 1, 0] a, ![0, 0, 0, 1] a⟩

/-- The four real coordinates of the basis quaternions. -/
theorem e_coords (a : Fin 4) :
    (e a).re = ![1, 0, 0, 0] a ∧ (e a).imI = ![0, 1, 0, 0] a ∧
    (e a).imJ = ![0, 0, 1, 0] a ∧ (e a).imK = ![0, 0, 0, 1] a :=
  ⟨rfl, rfl, rfl, rfl⟩

/-- The commutator of `Im(x ū)` and `Im(x v̄)` is a combination of these two vectors
and of `Im(u v̄)`. -/
theorem commutator_vec (x u v : Quaternion ℝ) :
    vec (x * star u) * vec (x * star v) - vec (x * star v) * vec (x * star u)
      = (2 * (x * star u).re) • vec (x * star v) - (2 * (x * star v).re) • vec (x * star u)
        - (2 * normSq x) • vec (u * star v) := by
  ext <;> simp [vec_coords, Quaternion.normSq_def'] <;> ring

/-- The potential component `A_v` has a derivative along every direction `u`: one term comes
from the numerator `Im(x v̄)` and one from the denominator `1 + κ²|x|²`. -/
theorem hasLineDerivAt_potential (κ : ℝ) (u v x : Quaternion ℝ) :
    HasLineDerivAt ℝ (potential κ v)
      ((κ ^ 2 / (1 + κ ^ 2 * normSq x)) • vec (u * star v)
        - (2 * κ ^ 4 * (x * star u).re / (1 + κ ^ 2 * normSq x) ^ 2) • vec (x * star v)) x u := by
  have hN : 0 ≤ normSq x := Quaternion.normSq_nonneg
  have hs : 1 + κ ^ 2 * normSq x ≠ 0 := by positivity
  -- along the line the numerator is affine and the squared norm is quadratic
  have hvec : ∀ t : ℝ, vec ((x + t • u) * star v)
      = vec (x * star v) + t • vec (u * star v) := by
    intro t
    ext <;> simp [vec_coords] <;> ring
  have hsq : ∀ t : ℝ, normSq (x + t • u)
      = normSq x + (t * (2 * (x * star u).re) + t ^ 2 * normSq u) := by
    intro t
    simp only [Quaternion.normSq_def']
    simp
    ring
  have hid : HasDerivAt (fun t : ℝ => t) 1 0 := hasDerivAt_id' 0
  have hd : HasDerivAt (fun t : ℝ => 1 + κ ^ 2 *
      (normSq x + (t * (2 * (x * star u).re) + t ^ 2 * normSq u)))
      (κ ^ 2 * (2 * (x * star u).re)) 0 := by
    refine HasDerivAt.congr_deriv (((((hid.mul_const (2 * (x * star u).re)).fun_add
      ((hid.fun_pow 2).mul_const (normSq u))).const_add (normSq x)).const_mul
      (κ ^ 2)).const_add 1) ?_
    norm_num
  have hc : HasDerivAt (fun t : ℝ => κ ^ 2 / (1 + κ ^ 2 *
      (normSq x + (t * (2 * (x * star u).re) + t ^ 2 * normSq u))))
      (-(2 * κ ^ 4 * (x * star u).re / (1 + κ ^ 2 * normSq x) ^ 2)) 0 := by
    refine HasDerivAt.congr_deriv
      ((hasDerivAt_const (0 : ℝ) (κ ^ 2)).fun_div hd (by simpa using hs)) ?_
    ring
  have hf : HasDerivAt (fun t : ℝ => vec (x * star v) + t • vec (u * star v))
      ((1 : ℝ) • vec (u * star v)) 0 :=
    (hid.smul_const (vec (u * star v))).const_add (vec (x * star v))
  -- product rule for the scalar profile times the quaternion numerator
  unfold HasLineDerivAt
  simp only [potential, hvec, hsq]
  refine HasDerivAt.congr_deriv (hc.smul hf) ?_
  module

/-- The curvature of the instanton potential is
`F_uv(x) = κ² (u v̄ - v ū) / (1 + κ²|x|²)²` at every point of `ℝ⁴` and for all directions
`u`, `v`. -/
theorem curvature_eq (κ : ℝ) (u v x : Quaternion ℝ) :
    curvature κ u v x
      = (κ ^ 2 / (1 + κ ^ 2 * normSq x) ^ 2) • (u * star v - v * star u) := by
  have hN : 0 ≤ normSq x := Quaternion.normSq_nonneg
  have hs : 1 + κ ^ 2 * normSq x ≠ 0 := by positivity
  have hanti : vec (v * star u) = -vec (u * star v) := by
    ext <;> simp [vec_coords] <;> ring
  have htwo : u * star v - v * star u = (2 : ℝ) • vec (u * star v) := by
    ext <;> simp [vec_coords] <;> ring
  rw [curvature, (hasLineDerivAt_potential κ u v x).lineDeriv,
    (hasLineDerivAt_potential κ v u x).lineDeriv, hanti, htwo]
  simp only [potential, smul_mul_smul_comm]
  -- the commutator cancels the terms along `Im(x ū)` and `Im(x v̄)`
  rw [← smul_sub, commutator_vec]
  match_scalars <;> field_simp <;> ring

/-- In the oriented basis `1, i, j, k` the curvature is self-dual:
`F₀₁ = F₂₃`, `F₀₂ = F₃₁` and `F₀₃ = F₁₂`. -/
theorem curvature_selfDual (κ : ℝ) (x : Quaternion ℝ) :
    curvature κ (e 0) (e 1) x = curvature κ (e 2) (e 3) x ∧
    curvature κ (e 0) (e 2) x = curvature κ (e 3) (e 1) x ∧
    curvature κ (e 0) (e 3) x = curvature κ (e 1) (e 2) x := by
  simp only [curvature_eq]
  refine ⟨?_, ?_, ?_⟩ <;> congr 1 <;> ext <;> norm_num [e_coords]

end

end CurvatureSelfDual
```

Lean reports:

```
Main.lean:111:61: error: unsolved goals
case refine_1.e_a.a
κ : ℝ
x : ℍ
⊢ 0 =
    ![1, 0, 0, 0] 2 * ![1, 0, 0, 0] 3 + ![0, 1, 0, 0] 2 * ![0, 1, 0, 0] 3 + ![0, 0, 1, 0] 2 * ![0, 0, 1, 0] 3 +
        ![0, 0, 0, 1] 2 * ![0, 0, 0, 1] 3 -
      (![1, 0, 0, 0] 3 * ![1, 0, 0, 0] 2 + ![0, 1, 0, 0] 3 * ![0, 1, 0, 0] 2 + ![0, 0, 1, 0] 3 * ![0, 0, 1, 0] 2 +
        ![0, 0, 0, 1] 3 * ![0, 0, 0, 1] 2)

case a
κ : ℝ
x : ℍ
⊢ -2 =
    -(![1, 0, 0, 0] 2 * ![0, 1, 0, 0] 3) + ![0, 1, 0, 0] 2 * ![1, 0, 0, 0] 3 + -(![0, 0, 1, 0] 2 * ![0, 0, 0, 1] 3) +
        ![0, 0, 0, 1] 2 * ![0, 0, 1, 0] 3 -
      (-(![1, 0, 0, 0] 3 * ![0, 1, 0, 0] 2) + ![0, 1, 0, 0] 3 * ![1, 0, 0, 0] 2 + -(![0, 0, 1, 0] 3 * ![0, 0, 0, 1] 2) +
        ![0, 0, 0, 1] 3 * ![0, 0, 1, 0] 2)

case refine_1.e_a.a
κ : ℝ
x : ℍ
⊢ 0 =
    -(![1, 0, 0, 0] 2 * ![0, 0, 1, 0] 3) + ![0, 1, 0, 0] 2 * ![0, 0, 0, 1] 3 + ![0, 0, 1, 0] 2 * ![1, 0, 0, 0] 3 +
        -(![0, 0, 0, 1] 2 * ![0, 1, 0, 0] 3) -
      (-(![1, 0, 0, 0] 3 * ![0, 0, 1, 0] 2) + ![0, 1, 0, 0] 3 * ![0, 0, 0, 1] 2 + ![0, 0, 1, 0] 3 * ![1, 0, 0, 0] 2 +
        -(![0, 0, 0, 1] 3 * ![0, 1, 0, 0] 2))

case refine_1.e_a.a
κ : ℝ
x : ℍ
⊢ 0 =
    -(![1, 0, 0, 0] 2 * ![0, 0, 0, 1] 3) + -(![0, 1, 0, 0] 2 * ![0, 0, 1, 0] 3) + ![0, 0, 1, 0] 2 * ![0, 1, 0, 0] 3 +
        ![0, 0, 0, 1] 2 * ![1, 0, 0, 0] 3 -
      (-(![1, 0, 0, 0] 3 * ![0, 0, 0, 1] 2) + -(![0, 1, 0, 0] 3 * ![0, 0, 1, 0] 2) + ![0, 0, 1, 0] 3 * ![0, 1, 0, 0] 2 +
        ![0, 0, 0, 1] 3 * ![1, 0, 0, 0] 2)

case a
κ : ℝ
x : ℍ
⊢ -![0, 1, 0, 0] 2 - ![0, 1, 0, 0] 2 = -![1, 0, 0, 0] 3 - ![1, 0, 0, 0] 3

case refine_2.e_a.a
κ : ℝ
x : ℍ
⊢ -![0, 0, 1, 0] 2 - ![0, 0, 1, 0] 2 = -![0, 0, 0, 1] 3 - ![0, 0, 0, 1] 3

case refine_2.e_a.a
κ : ℝ
x : ℍ
⊢ -![0, 0, 0, 1] 2 - ![0, 0, 0, 1] 2 = ![0, 0, 1, 0] 3 + ![0, 0, 1, 0] 3

case a
κ : ℝ
x : ℍ
⊢ -![0, 1, 0, 0] 3 - ![0, 1, 0, 0] 3 = ![1, 0, 0, 0] 2 + ![1, 0, 0, 0] 2

case refine_3.e_a.a
κ : ℝ
x : ℍ
⊢ -![0, 0, 1, 0] 3 - ![0, 0, 1, 0] 3 = ![0, 0, 0, 1] 2 + ![0, 0, 0, 1] 2

case refine_3.e_a.a
κ : ℝ
x : ℍ
⊢ -![0, 0, 0, 1] 3 - ![0, 0, 0, 1] 3 = -![0, 0, 1, 0] 2 - ![0, 0, 1, 0] 2
```

Cause. The error lists ten component equations that `norm_num [e_coords]` left open. All are true, and each becomes plain arithmetic once entries such as `![1, 0, 0, 0] 2` are read off as numbers. Only entries at positions 2 and 3 remain. Those at 0 and 1 are gone, because Mathlib has ordinary simp lemmas for these two positions, and `norm_num` uses them. For later positions in a vector written out with `![...]`, Mathlib relies on a simproc, a small program that the simplifier runs to compute a rewrite. `simp` runs the default simprocs, but `norm_num` does not, so it could not read these entries and the arithmetic stalled.

The repair replaces `norm_num [e_coords]` with `simp [e_coords]`. `simp` uses the same coordinate lemma, evaluates the entries at all four positions, and closes the numerical equations that result.

The repair, with which the file compiles:

```diff
@@ -111,5 +111,5 @@
     curvature κ (e 0) (e 3) x = curvature κ (e 1) (e 2) x := by
   simp only [curvature_eq]
-  refine ⟨?_, ?_, ?_⟩ <;> congr 1 <;> ext <;> norm_num [e_coords]
+  refine ⟨?_, ?_, ?_⟩ <;> congr 1 <;> ext <;> simp [e_coords]
 
 end
```
